# Linear extrapolation of 1/k never overestimates the high-pressure rate in the steady-state strong-collision formula

Given unimolecular rate constants at two finite pressures and the same temperature, one can estimate the high-pressure limit by plotting $1/k$ against inverse pressure and continuing a straight line to zero. For rates evaluated exactly from the steady-state strong-collision formula with finitely many reactive levels, the result below fixes the sign of the error: the extrapolated rate is a lower bound on the high-pressure limit of the formula. In a calculation with this formula, an extrapolated value above the directly summed limit therefore points to a numerical or coding error.

## The curve 1/k lies below its tangents

Let the reactive levels be labelled by $i$, with population weights $f_i>0$ and microcanonical rate constants $k_i>0$. Let $y\ge 0$ be the inverse collision frequency, which at fixed temperature is proportional to inverse pressure. Suppose that every collision restores the equilibrium populations. For $y>0$, collisions then fill level $i$ at the rate $f_i/y$ per molecule, while the molecules in it leave at the rate $1/y$ by collisions and $k_i$ by reaction. Setting gain equal to loss gives the fraction $f_i/(1+k_iy)$ of molecules in level $i$, and hence the steady-state rate

$$k(y)=\sum_i \frac{f_i k_i}{1+k_i y},\qquad k(0)=\sum_i f_i k_i .$$

This steady-state treatment is an approximation, justified when the reactive levels hold only a small fraction of the molecules at equilibrium. The value $k(0)$ is the high-pressure rate. The claim is that $1/k$ is concave on $y\ge 0$, so that every tangent meets the axis $y=0$ at or above $1/k(0)$.

Differentiating term by term gives $k'(y)=-D(y)$, where

$$D(y)=\sum_i\frac{f_i k_i^2}{(1+k_i y)^2},\qquad \left(\frac1k\right)'(y)=\frac{D(y)}{k(y)^2}=:s(y).$$

To compare the tangent at $y$ with the curve at another point $z\ge0$, introduce the weights and ratios

$$w_i=\frac{f_i k_i}{1+k_i z},\qquad u_i=\frac{1+k_i z}{1+k_i y}.$$

Then $\sum_i w_i=k(z)$ and $\sum_i w_iu_i=k(y)$. For the second moment, write $1+k_i z=(1+k_i y)+k_i(z-y)$, which gives

$$\sum_i w_iu_i^2=\sum_i\frac{f_ik_i(1+k_iz)}{(1+k_iy)^2}=k(y)+D(y)(z-y).$$

Hence, for any number $c$,

$$\sum_i w_i(u_i-c)^2=k(y)+D(y)(z-y)-2c\,k(y)+c^2k(z).$$

Choose $c=k(y)/k(z)$, the weighted mean of the $u_i$. The last two terms combine to $-k(y)^2/k(z)$, and division by $k(y)^2$ yields

$$\frac1{k(y)}+s(y)(z-y)-\frac1{k(z)}=\frac{1}{k(y)^2}\sum_i w_i\left(u_i-\frac{k(y)}{k(z)}\right)^2\ge0 .$$

The left side is the height of the tangent above the curve. The sum on the right is $k(z)$ times the normalised variance of the $u_i$, since the weights add up to $k(z)$ and not to one.

Concavity follows by averaging. Let $a,b\ge0$ with $a+b=1$, let $x,y\ge0$, and put $m=ax+by$. The tangent at $m$ bounds both end values:

$$\frac a{k(x)}+\frac b{k(y)}\le \frac{a+b}{k(m)}+s(m)\bigl(ax+by-(a+b)m\bigr)=\frac1{k(m)}.$$

## Intercepts of tangents and of two-point lines

The tangent at $y$ has the intercept $I(y)=1/k(y)-y\,s(y)$. Setting $z=0$ in the gap formula gives $I(y)\ge1/k(0)>0$, and taking reciprocals gives $1/I(y)\le k(0)$.

For $z=0$ the weights are $w_i=f_ik_i>0$, so equality requires every $u_i=1/(1+k_iy)$ to have the same value $k(y)/k(0)$. If $y>0$, this forces all $k_i$ to coincide. Conversely, if they all equal $\kappa$, then $1/k(y)=(1+\kappa y)/k(0)$ is a straight line and the extrapolation is exact. At $y=0$ the intercept is $1/k(0)$ whatever the rates are.

Now take two points $0\le y_1<y_2$. The tangent at $y_1$, evaluated at $0$ and at $y_2$, gives

$$\frac1{k(0)}\le\frac1{k(y_1)}-s(y_1)y_1,\qquad \frac1{k(y_2)}\le\frac1{k(y_1)}+s(y_1)(y_2-y_1).$$

Multiply the first inequality by $y_2-y_1$ and the second by $y_1$, then add. The slope terms cancel, leaving

$$\frac1{k(0)}\le\frac{y_2/k(y_1)-y_1/k(y_2)}{y_2-y_1}.$$

The right side is the intercept of the straight line through the two points, so no derivative is needed to use the bound.

## The model in Lean

The levels form a finite type `ι`, and `f` and `k` assign a real weight and a real microcanonical rate to each level.

```lean
import Mathlib

open Finset

namespace LindemannExtrapolation

noncomputable section

variable {ι : Type*} [Fintype ι] {f k : ι → ℝ} {y z : ℝ}
```

In the code `k` always denotes the level rates $k_i$; the overall rate $k(y)$ is `rate f k y`.

```lean
/-- The unimolecular rate `k(y) = ∑ fᵢ kᵢ / (1 + kᵢ y)` at inverse collision frequency `y`,
for level weights `fᵢ` and microcanonical rates `kᵢ`; meant for `kᵢ > 0` and `y ≥ 0`. -/
def rate (f k : ι → ℝ) (y : ℝ) : ℝ := ∑ i, f i * k i / (1 + k i * y)
```

The weights need not add up to one. Levels below the reaction threshold have $k_i=0$ and contribute nothing to the sum, so they are left out of `ι`; the populations of the remaining levels then generally add up to less than one. The formula itself stands for the strong-collision assumption with one collision frequency common to all levels, together with the steady-state approximation. The slowest decay rate of a strong-collision master equation agrees with it only approximately and need not obey the bound. A master equation with energy-transfer probabilities for weak collisions, and a continuum of energies, also lie beyond this model.

The next two definitions are $D(y)$ and the closed form of $s(y)$.

```lean
/-- The sum `∑ fᵢ kᵢ² / (1 + kᵢ y)²`, meant for `kᵢ > 0` and `y ≥ 0`. -/
def rateDrop (f k : ι → ℝ) (y : ℝ) : ℝ := ∑ i, f i * k i ^ 2 / (1 + k i * y) ^ 2

/-- The quotient of `rateDrop` by the squared rate, meant for `fᵢ, kᵢ > 0`, `y ≥ 0` and at
least one level. -/
def lindemannSlope (f k : ι → ℝ) (y : ℝ) : ℝ := rateDrop f k y / rate f k y ^ 2
```

The intercept is defined with Lean's own derivative `deriv`, not with the closed form. The extrapolation theorem therefore speaks about the actual tangent, and the formula for its slope has to be proved.

```lean
/-- The value at `y = 0` of the tangent to `1/k` drawn at `y`, meant for `fᵢ, kᵢ > 0`,
`y ≥ 0` and at least one level. -/
def intercept (f k : ι → ℝ) (y : ℝ) : ℝ :=
  1 / rate f k y - y * deriv (fun x => 1 / rate f k x) y
```

## The sum of squares and the slope

The first lemma is the expansion with an arbitrary $c$. The assumption $k_i>0$ is a simple way to keep the denominators away from zero; no sign condition on the weights is imposed.

```lean
/-- For positive `kᵢ` and `y, z ≥ 0`, a weighted sum of squares about any number `c` is
expressed through the rates at `y` and `z` and the sum `rateDrop` at `y`. -/
theorem sum_sq_expand (hk : ∀ i, 0 < k i) (hy : 0 ≤ y) (hz : 0 ≤ z) (c : ℝ) :
    ∑ i, f i * k i / (1 + k i * z) * ((1 + k i * z) / (1 + k i * y) - c) ^ 2 =
      rate f k y + rateDrop f k y * (z - y) - 2 * c * rate f k y + c ^ 2 * rate f k z := by
  simp only [rate, rateDrop, Finset.mul_sum, Finset.sum_mul, ← Finset.sum_add_distrib,
    ← Finset.sum_sub_distrib]
  refine Finset.sum_congr rfl fun i _ => ?_
  have hi := hk i
  have h1 : 1 + k i * y ≠ 0 := by positivity
  have h2 : 1 + k i * z ≠ 0 := by positivity
  field_simp
  ring
```

The proof gathers both sides into single sums over the levels and compares them term by term. For one level, `field_simp` clears the denominators and `ring` checks the remaining polynomial identity. This replaces the separate calculation of the three moments.

From here on there is at least one level, which makes the rate strictly positive and allows division by it.

```lean
variable [Nonempty ι]

/-- With at least one level, positive weights and positive microcanonical rates, the rate
is positive at every `y ≥ 0`. -/
theorem rate_pos (hf : ∀ i, 0 < f i) (hk : ∀ i, 0 < k i) (hy : 0 ≤ y) :
    0 < rate f k y := by
  refine Finset.sum_pos (fun i _ => ?_) Finset.univ_nonempty
  have h1 := hf i
  have h2 := hk i
  positivity
```

The derivative follows the calculation by hand: the quotient rule for one level, the sum over levels, and the quotient rule again for $1/k$.

```lean
/-- For positive `fᵢ, kᵢ` and `y ≥ 0`, the derivative of `1/k` at `y` is `lindemannSlope`. -/
theorem hasDerivAt_inv_rate (hf : ∀ i, 0 < f i) (hk : ∀ i, 0 < k i) (hy : 0 ≤ y) :
    HasDerivAt (fun x => 1 / rate f k x) (lindemannSlope f k y) y := by
  -- each level contributes the derivative of a simple fraction
  have h : ∀ i ∈ (Finset.univ : Finset ι), HasDerivAt (fun x => f i * k i / (1 + k i * x))
      (-(f i * k i ^ 2 / (1 + k i * y) ^ 2)) y := by
    intro i _
    have hi := hk i
    have hne : 1 + k i * y ≠ 0 := by positivity
    have hd : HasDerivAt (fun x => 1 + k i * x) (k i) y :=
      (((hasDerivAt_id' y).const_mul (k i)).const_add 1).congr_deriv (mul_one _)
    exact ((hasDerivAt_const y (f i * k i)).fun_div hd hne).congr_deriv (by ring)
  have hr : HasDerivAt (rate f k) (-rateDrop f k y) y :=
    (HasDerivAt.fun_sum h).congr_deriv (by simp only [rateDrop, Finset.sum_neg_distrib])
  exact ((hasDerivAt_const y (1 : ℝ)).fun_div hr (rate_pos hf hk hy).ne').congr_deriv
    (by simp only [lindemannSlope]; ring)
```

The statement includes $y=0$, where the derivative is two-sided. The formula for $k(y)$ continues smoothly to slightly negative $y$, although such values have no physical meaning.

## The tangent gap and concavity

The gap formula is the expansion with $c=k(y)/k(z)$, divided by $k(y)^2$.

```lean
/-- For positive `fᵢ, kᵢ` and `y, z ≥ 0`, the height at `z` of the tangent drawn at `y`
above the curve `1/k` is a weighted sum of squares divided by `k(y)²`. -/
theorem tangent_gap (hf : ∀ i, 0 < f i) (hk : ∀ i, 0 < k i) (hy : 0 ≤ y) (hz : 0 ≤ z) :
    1 / rate f k y + lindemannSlope f k y * (z - y) - 1 / rate f k z =
      (∑ i, f i * k i / (1 + k i * z) *
        ((1 + k i * z) / (1 + k i * y) - rate f k y / rate f k z) ^ 2) / rate f k y ^ 2 := by
  have h1 := (rate_pos hf hk hy).ne'
  have h2 := (rate_pos hf hk hz).ne'
  rw [sum_sq_expand hk hy hz, lindemannSlope]
  field_simp
  ring
```

After `rw` has inserted the expansion, only algebra with the nonzero numbers $k(y)$ and $k(z)$ remains. The tangent bound then follows because each term of the sum is a nonnegative weight times a square.

```lean
/-- For positive `fᵢ, kᵢ`, the tangent to `1/k` at any `y ≥ 0` lies on or above the curve
at every `z ≥ 0`. -/
theorem inv_rate_le_tangent (hf : ∀ i, 0 < f i) (hk : ∀ i, 0 < k i) (hy : 0 ≤ y)
    (hz : 0 ≤ z) :
    1 / rate f k z ≤ 1 / rate f k y + lindemannSlope f k y * (z - y) := by
  rw [← sub_nonneg, tangent_gap hf hk hy hz]
  refine div_nonneg (Finset.sum_nonneg fun i _ => ?_) (sq_nonneg _)
  have h1 := hf i
  have h2 := hk i
  positivity
```

Concavity is stated with Mathlib's `ConcaveOn` on `Set.Ici 0`, the half-line $y\ge0$.

```lean
/-- For positive `fᵢ, kᵢ`, the reciprocal rate `1/k` is a concave function of the inverse
collision frequency on `y ≥ 0`. -/
theorem concaveOn_inv_rate (hf : ∀ i, 0 < f i) (hk : ∀ i, 0 < k i) :
    ConcaveOn ℝ (Set.Ici 0) (fun y => 1 / rate f k y) := by
  refine ⟨convex_Ici 0, ?_⟩
  intro x hx y hy a b ha hb hab
  change a * (1 / rate f k x) + b * (1 / rate f k y) ≤ 1 / rate f k (a * x + b * y)
  have hx' : 0 ≤ x := hx
  have hy' : 0 ≤ y := hy
  have hm : 0 ≤ a * x + b * y := by positivity
  -- average the tangent at the intermediate point over the two end points
  have h1 := mul_le_mul_of_nonneg_left (inv_rate_le_tangent hf hk hm hx') ha
  have h2 := mul_le_mul_of_nonneg_left (inv_rate_le_tangent hf hk hm hy') hb
  generalize 1 / rate f k (a * x + b * y) = r at *
  generalize lindemannSlope f k (a * x + b * y) = s at *
  have h3 : a * (r + s * (x - (a * x + b * y))) + b * (r + s * (y - (a * x + b * y))) = r := by
    linear_combination (r - s * (a * x + b * y)) * hab
  linarith
```

The inequalities `h1` and `h2` are the tangent bounds at the two end points, multiplied by $a$ and $b$. The `generalize` steps treat the value and slope at the intermediate point as plain numbers $r$ and $s$. The equation `h3` says that the weighted average of the tangent values is $r$, which uses $a+b=1$.

## The extrapolation theorems

The main theorem has two parts: the bound on the intercept and the resulting bound on the extrapolated rate.

```lean
/-- Linear Lindemann extrapolation never overestimates the high-pressure rate: for positive
`fᵢ, kᵢ` and `y ≥ 0` the tangent to `1/k` at `y` meets the axis at or above `1/k(0)`, and
the reciprocal of this intercept is at most `k(0)`. -/
theorem lindemann_extrapolation (hf : ∀ i, 0 < f i) (hk : ∀ i, 0 < k i) (hy : 0 ≤ y) :
    1 / rate f k 0 ≤ intercept f k y ∧ 1 / intercept f k y ≤ rate f k 0 := by
  have h0 := rate_pos hf hk le_rfl
  have h : 1 / rate f k 0 ≤ intercept f k y := by
    rw [intercept, (hasDerivAt_inv_rate hf hk hy).deriv]
    linarith [inv_rate_le_tangent hf hk hy le_rfl]
  exact ⟨h, (one_div_le (lt_of_lt_of_le (one_div_pos.mpr h0) h) h0).mpr h⟩
```

The proof replaces `deriv` by the closed form of the slope and applies the tangent bound at $z=0$. The intercept is positive because it is at least $1/k(0)$, so the inequality can be inverted.

The equality case assumes $y>0$ and says that exactness is equivalent to equal rates for every pair of levels. With a single level this condition holds automatically.

```lean
/-- For positive `fᵢ, kᵢ` and `y > 0`, the tangent extrapolation is exact if and only if all
microcanonical rates coincide. -/
theorem intercept_eq_iff (hf : ∀ i, 0 < f i) (hk : ∀ i, 0 < k i) (hy : 0 < y) :
    intercept f k y = 1 / rate f k 0 ↔ ∀ i j, k i = k j := by
  have hR := rate_pos hf hk hy.le
  have h0 := rate_pos hf hk le_rfl
  have gap := tangent_gap hf hk hy.le le_rfl
  have hI : intercept f k y = 1 / rate f k y + lindemannSlope f k y * (0 - y) := by
    rw [intercept, (hasDerivAt_inv_rate hf hk hy.le).deriv]
    ring
  rw [← sub_eq_zero, hI, gap, div_eq_zero_iff, or_iff_left (pow_ne_zero 2 hR.ne'),
    Finset.sum_eq_zero_iff_of_nonneg (fun i _ => by
      have h1 := hf i
      have h2 := hk i
      positivity)]
  constructor
  · -- every square vanishes, so all levels share one value of `1 / (1 + kᵢ y)`
    intro h
    have key : ∀ i, 1 = rate f k y / rate f k 0 * (1 + k i * y) := by
      intro i
      have h1 := hf i
      have h2 := hk i
      have hw : f i * k i / (1 + k i * 0) ≠ 0 := by positivity
      have hd : 1 + k i * y ≠ 0 := by positivity
      have hs := pow_eq_zero_iff two_ne_zero |>.mp
        ((mul_eq_zero.mp (h i (Finset.mem_univ i))).resolve_left hw)
      rw [mul_zero, add_zero, sub_eq_zero] at hs
      exact (div_eq_iff hd).mp hs
    intro i j
    have hc : rate f k y / rate f k 0 ≠ 0 := (div_pos hR h0).ne'
    have e := mul_left_cancel₀ hc ((key i).symm.trans (key j))
    exact mul_right_cancel₀ hy.ne' (add_left_cancel e)
  · intro h i _
    have h2 := hk i
    have hd : 1 + k i * y ≠ 0 := by positivity
    have e : rate f k y = rate f k 0 / (1 + k i * y) := by
      simp only [rate, Finset.sum_div]
      refine Finset.sum_congr rfl fun j _ => ?_
      rw [h j i, mul_zero, add_zero, div_one]
    have e' : rate f k y / rate f k 0 = 1 / (1 + k i * y) := by
      rw [e, div_right_comm, div_self h0.ne']
    rw [e', mul_zero, add_zero, sub_self]
    ring
```

The opening rewrites turn the equation into the vanishing of the sum of squares, and then into the vanishing of each term. In the forward direction, `key` records $1=\frac{k(y)}{k(0)}(1+k_iy)$ for every level. Comparing two levels and cancelling first the nonzero ratio, then the $1$, then $y$ gives $k_i=k_j$. In the reverse direction, equal rates give $k(y)=k(0)/(1+k_iy)$, so every square is zero.

The last theorem concerns the line through two points of the curve. It states the bound for the intercept; the bound for the extrapolated rate follows by taking reciprocals, as before.

```lean
/-- For positive `fᵢ, kᵢ`, the straight line through the values of `1/k` at two points
`0 ≤ y₁ < y₂` also meets the axis `y = 0` at or above `1/k(0)`. -/
theorem two_point_extrapolation (hf : ∀ i, 0 < f i) (hk : ∀ i, 0 < k i) {y₁ y₂ : ℝ}
    (h₁ : 0 ≤ y₁) (h₂ : y₁ < y₂) :
    1 / rate f k 0 ≤ (y₂ * (1 / rate f k y₁) - y₁ * (1 / rate f k y₂)) / (y₂ - y₁) := by
  have hd : 0 < y₂ - y₁ := sub_pos.mpr h₂
  rw [le_div_iff₀ hd]
  -- combine the tangent bounds at `0` and at `y₂`
  have a := mul_le_mul_of_nonneg_left (inv_rate_le_tangent hf hk h₁ le_rfl) hd.le
  have b := mul_le_mul_of_nonneg_left (inv_rate_le_tangent hf hk h₁ (h₁.trans h₂.le)) h₁
  linarith

end

end LindemannExtrapolation
```

The inequalities `a` and `b` are the two bounds from the tangent at $y_1$, already multiplied by $y_2-y_1$ and $y_1$, and `linarith` adds them. The values entering the theorem are exact values of the model. Scatter in measured or sampled rates can tilt the line and push its intercept below $1/k(0)$.

```lean
#print axioms LindemannExtrapolation.concaveOn_inv_rate
#print axioms LindemannExtrapolation.lindemann_extrapolation
#print axioms LindemannExtrapolation.intercept_eq_iff
#print axioms LindemannExtrapolation.two_point_extrapolation
```

```
'LindemannExtrapolation.concaveOn_inv_rate' depends on axioms: [propext, Classical.choice, Quot.sound]
'LindemannExtrapolation.lindemann_extrapolation' depends on axioms: [propext, Classical.choice, Quot.sound]
'LindemannExtrapolation.intercept_eq_iff' depends on axioms: [propext, Classical.choice, Quot.sound]
'LindemannExtrapolation.two_point_extrapolation' depends on axioms: [propext, Classical.choice, Quot.sound]
```
